# Eigenoperators of a finite Hermitian Hamiltonian oscillate at a single frequency

Take two levels with energies $0$ and $\varepsilon$, and the operator that lifts the lower level to the upper one:

$$H=\begin{pmatrix}0&0\\0&\varepsilon\end{pmatrix},\qquad A=\begin{pmatrix}0&0\\1&0\end{pmatrix}.$$

Here $HA=\varepsilon A$ and $AH=0$, so the commutator $HA-AH$ is $\varepsilon A$. With $\hbar=1$, the factor $e^{itH}=\mathrm{diag}(1,e^{i\varepsilon t})$ on the left multiplies $A$ by $e^{i\varepsilon t}$, and $e^{-itH}$ on the right leaves it alone. The evolved operator is therefore $e^{i\varepsilon t}A$: its matrix keeps its shape and only its phase turns.

The problems below treat square complex matrices whose rows and columns are labelled by a finite type `n`. The opened matrix norm gives time derivatives a meaning; in finite dimension they are the entrywise ones.

```lean
import Mathlib

open Matrix
open scoped Matrix.Norms.Operator ComplexOrder

namespace HeisenbergEigenoperator

noncomputable section

variable {n : Type*} [Fintype n] [DecidableEq n]
```

Write $A(t)=e^{itH}Ae^{-itH}$ for real $t$, and likewise $X(t)$ for any matrix $X$. In Lean this is `heisenberg H A t`, where `•` multiplies by a scalar. $H$ is independent of time, and $A$ has no explicit time dependence.

```lean
/-- The Heisenberg-picture operator `exp(itH) A exp(-itH)` at real time `t`, with `ħ = 1`. -/
def heisenberg (H A : Matrix n n ℂ) (t : ℝ) : Matrix n n ℂ :=
  NormedSpace.exp (t • (Complex.I • H)) * A * NormedSpace.exp (t • (-(Complex.I • H)))
```

Call $A$ an eigenoperator of $H$ with frequency $w$ if $[H,A]=HA-AH=wA$. The definition allows complex $w$, any square $H$, and $A=0$. Hermiticity, which makes $e^{-itH}$ unitary and $A(t)$ the physical Heisenberg operator, is a separate hypothesis only in part (h); the real diagonal matrix in part (i) is Hermitian by its form.

```lean
/-- `A` is an eigenoperator of `H` with frequency `w`: the commutator `HA - AH` equals `w A`. -/
def IsEigenoperator (H A : Matrix n n ℂ) (w : ℂ) : Prop :=
  H * A - A * H = w • A
```

## (a) The starting value

Show that the evolution starts from the given operator:
$$A(0)=A.$$

**Solution.** Both exponentials are $e^0=1$, so the product is $1\cdot A\cdot 1=A$.

```lean
/-- At time zero the Heisenberg operator is the original operator. -/
theorem heisenberg_zero (H A : Matrix n n ℂ) : heisenberg H A 0 = A := by
  simp [heisenberg]
```

## (b) The equation of motion

Differentiate the evolved operator and show that
$$\frac{d}{dt}A(t)=i\,[H,A](t).$$

**Solution.** Since $H$ commutes with its own exponential, we may write the derivatives of the two factors as $e^{itH}(iH)$ and $(-iH)e^{-itH}$. The product rule gives
$$e^{itH}(iH)Ae^{-itH}+e^{itH}A(-iH)e^{-itH}=i\,e^{itH}(HA-AH)e^{-itH}.$$

`HasDerivAt` says that the derivative exists and has the stated value. In the proof, `h1` and `h2` are the two exponential derivatives, with the generators placed next to $A$; `simp only` then expands both sides to the same sum.

```lean
/-- Heisenberg equation of motion: the time derivative of the evolved operator is `i` times
the evolved commutator `HA - AH`. -/
theorem heisenberg_hasDerivAt (H A : Matrix n n ℂ) (t : ℝ) :
    HasDerivAt (heisenberg H A) (Complex.I • heisenberg H (H * A - A * H) t) t := by
  have h1 := hasDerivAt_exp_smul_const (Complex.I • H) t
  have h2 := hasDerivAt_exp_smul_const' (-(Complex.I • H)) t
  have h : HasDerivAt (heisenberg H A) _ t := (h1.mul_const A).mul h2
  refine h.congr_deriv ?_
  -- both generators stand next to `A`, where they form the commutator
  simp only [heisenberg, sub_eq_add_neg, mul_add, add_mul, mul_neg, neg_mul, smul_add,
    smul_neg, smul_mul_assoc, mul_smul_comm, mul_assoc]
  rfl
```

## (c) The derivative of an exponential factor

For complex $c$ and real $t$, show that
$$\frac{d}{dt}e^{ct}=c\,e^{ct}.$$

**Solution.** The map $t\mapsto ct$ has derivative $c$, and the chain rule gives $e^{ct}c$. The Lean proof does the same, after regarding the real time as a complex number.

```lean
/-- For complex `c`, the function `exp(ct)` of real time `t` has derivative `c exp(ct)`. -/
theorem phase_hasDerivAt (c : ℂ) (t : ℝ) :
    HasDerivAt (fun s : ℝ => Complex.exp (c * s)) (c * Complex.exp (c * t)) t := by
  have h : HasDerivAt (fun s : ℝ => c * (s : ℂ)) c t := by
    simpa using (Complex.ofRealCLM.hasDerivAt (x := t)).const_mul c
  exact h.cexp.congr_deriv (mul_comm _ _)
```

## (d) Evolution of an eigenoperator

Let $[H,A]=wA$. Show that for every real $t$
$$A(t)=e^{iwt}A.$$

**Solution.** Scalars pass through the exponentials, so $[H,A](t)=wA(t)$, and (b) becomes $\dot A(t)=iwA(t)$. Set $B(t)=e^{-iwt}A(t)$. By (c) and the product rule,
$$\dot B(t)=-iw\,e^{-iwt}A(t)+e^{-iwt}\,iw\,A(t)=0.$$
Hence $B(t)=B(0)=A$, and multiplication by $e^{iwt}$ gives the result.

In Lean, `hd` is the vanishing derivative, with `module` doing the cancellation; `is_const_of_deriv_eq_zero` makes $B$ constant, and the final `calc` restores the factor $e^{iwt}$. For complex $w$ the factor may also grow or decay.

In a non-interacting electron model with finitely many orbitals, the creation operator of an energy eigenorbital is an eigenoperator whose frequency is the orbital energy, so it evolves by a single phase.

```lean
/-- Evolution of an eigenoperator with complex `w`: if `HA - AH = w A`, then `exp(itH) A exp(-itH) =
exp(iwt) A` for every real time `t`. -/
theorem heisenberg_eq_phase_smul {H A : Matrix n n ℂ} {w : ℂ}
    (h : IsEigenoperator H A w) (t : ℝ) :
    heisenberg H A t = Complex.exp (Complex.I * w * t) • A := by
  -- multiplied by `exp(-iwt)`, the evolved operator has zero derivative
  have hd : ∀ s : ℝ, HasDerivAt
      (fun s : ℝ => Complex.exp (-(Complex.I * w) * s) • heisenberg H A s) 0 s := by
    intro s
    have hs : heisenberg H (H * A - A * H) s = w • heisenberg H A s := by
      rw [show H * A - A * H = w • A from h]
      simp only [heisenberg, mul_smul_comm, smul_mul_assoc]
    have h1 := heisenberg_hasDerivAt H A s
    rw [hs] at h1
    have h2 : HasDerivAt
        (fun s : ℝ => Complex.exp (-(Complex.I * w) * s) • heisenberg H A s) _ s :=
      (phase_hasDerivAt (-(Complex.I * w)) s).smul h1
    refine h2.congr_deriv ?_
    module
  have hc := is_const_of_deriv_eq_zero (fun s => (hd s).differentiableAt)
    (fun s => (hd s).deriv) t 0
  have hA : Complex.exp (-(Complex.I * w) * t) • heisenberg H A t = A := by
    simpa [heisenberg_zero] using hc
  -- restore the factor `exp(iwt)`
  calc heisenberg H A t
      = (Complex.exp (Complex.I * w * t) * Complex.exp (-(Complex.I * w) * t)) •
          heisenberg H A t := by
        rw [← Complex.exp_add,
          show Complex.I * w * t + -(Complex.I * w) * t = 0 by ring, Complex.exp_zero, one_smul]
    _ = Complex.exp (Complex.I * w * t) • A := by rw [mul_smul, hA]
```

## (e) From the evolution back to the commutator

Suppose that $A(t)=e^{iwt}A$ at all real times. Show that
$$HA-AH=wA.$$

**Solution.** Differentiate both sides at $t=0$. The left side gives $i[H,A]$ by (b) and (a), and the right side gives $iwA$ by (c). Cancel $i$. The comparison in Lean is `h1.unique h2`: a function has only one derivative at a point.

```lean
/-- Converse: an operator that evolves as `exp(iwt) A` at all real times satisfies
`HA - AH = w A`. -/
theorem isEigenoperator_of_oscillates {H A : Matrix n n ℂ} {w : ℂ}
    (h : ∀ t : ℝ, heisenberg H A t = Complex.exp (Complex.I * w * t) • A) :
    IsEigenoperator H A w := by
  have h1 := heisenberg_hasDerivAt H A 0
  rw [heisenberg_zero, show heisenberg H A = _ from funext h] at h1
  have h2 := (phase_hasDerivAt (Complex.I * w) 0).smul_const A
  -- compare the two derivatives at time zero and cancel `i`
  have h3 : Complex.I • (H * A - A * H) = Complex.I • (w • A) := by
    rw [h1.unique h2, smul_smul]
    simp
  exact smul_right_injective _ Complex.I_ne_zero h3
```

## (f) Shifted energies

Let $A$ be an eigenoperator with frequency $w$, and let $Hv=Ev$. Show that
$$H(Av)=(E+w)\,Av.$$

**Solution.** From $HA=AH+wA$,
$$HAv=AHv+wAv=EAv+wAv.$$
If $Av\neq0$, it is an eigenvector with the shifted energy; if $Av=0$, the equation holds but yields no new state. The vector need not be normalised, and `*ᵥ` is the action of a matrix on a vector.

```lean
omit [DecidableEq n] in
/-- Ladder property: if `H v = E v`, then an eigenoperator `A` of frequency `w` satisfies
`H (A v) = (E + w) A v`. -/
theorem IsEigenoperator.shifts_energy {H A : Matrix n n ℂ} {w E : ℂ} {v : n → ℂ}
    (h : IsEigenoperator H A w) (hv : H *ᵥ v = E • v) :
    H *ᵥ (A *ᵥ v) = (E + w) • (A *ᵥ v) := by
  have hHA : H * A = A * H + w • A := by
    rw [← show H * A - A * H = w • A from h]
    abel
  rw [Matrix.mulVec_mulVec, hHA, Matrix.add_mulVec, ← Matrix.mulVec_mulVec, hv,
    Matrix.mulVec_smul, Matrix.smul_mulVec, add_smul]
```

## (g) Products of eigenoperators

Let $[H,A]=wA$ and $[H,B]=uB$. Show that
$$[H,AB]=(w+u)AB.$$

**Solution.** Adding and subtracting $AHB$ gives
$$HAB-ABH=[H,A]B+A[H,B]=wAB+uAB.$$
The first equality is checked by `noncomm_ring`, which keeps the order of the factors.

```lean
/-- Frequencies add when eigenoperators of the same Hamiltonian are multiplied. -/
theorem IsEigenoperator.mul {H A B : Matrix n n ℂ} {w u : ℂ}
    (hA : IsEigenoperator H A w) (hB : IsEigenoperator H B u) :
    IsEigenoperator H (A * B) (w + u) := by
  unfold IsEigenoperator at *
  calc H * (A * B) - A * B * H = (H * A - A * H) * B + A * (H * B - B * H) := by
        noncomm_ring
    _ = (w + u) • (A * B) := by
        rw [hA, hB, smul_mul_assoc, mul_smul_comm, add_smul]
```

## (h) Real frequencies

Let $H$ be Hermitian and $A\neq0$, with $[H,A]=wA$. Show that
$$\operatorname{Im}w=0.$$

**Solution.** Put $T=\operatorname{tr}(A^\dagger A)=\sum_{a,b}|A_{ab}|^2$, which is real and positive. Then $\operatorname{tr}(A^\dagger[H,A])=wT$. Conjugating a trace is the same as taking the trace of the adjoint, so with $H^\dagger=H$ and the cyclic property
$$\overline{wT}=\operatorname{tr}(A^\dagger HA-HA^\dagger A)=\operatorname{tr}(A^\dagger HA-A^\dagger AH)=wT.$$
Thus $\bar wT=wT$, and dividing by $T$ gives $\bar w=w$.

The steps `e1`, `e2` and `e3` are the value $wT$, the reality of the commutator trace and the reality of $T$; `hT` says $T\neq0$.

```lean
/-- The frequency of a nonzero eigenoperator of a Hermitian Hamiltonian is real. -/
theorem IsEigenoperator.frequency_real {H A : Matrix n n ℂ} {w : ℂ}
    (h : IsEigenoperator H A w) (hH : H.IsHermitian) (hA : A ≠ 0) : w.im = 0 := by
  have e1 : (Aᴴ * (H * A - A * H)).trace = w * (Aᴴ * A).trace := by
    rw [show H * A - A * H = w • A from h, mul_smul_comm, Matrix.trace_smul, smul_eq_mul]
  -- the trace of `A† [H, A]` is real because `H` is Hermitian and the trace is cyclic
  have e2 : star (Aᴴ * (H * A - A * H)).trace = (Aᴴ * (H * A - A * H)).trace := by
    rw [← Matrix.trace_conjTranspose]
    simp only [Matrix.conjTranspose_mul, Matrix.conjTranspose_sub,
      Matrix.conjTranspose_conjTranspose, hH.eq]
    rw [Matrix.sub_mul, Matrix.mul_sub, Matrix.trace_sub, Matrix.trace_sub,
      Matrix.mul_assoc Aᴴ H A, Matrix.mul_assoc H Aᴴ A, Matrix.trace_mul_comm H (Aᴴ * A),
      Matrix.mul_assoc Aᴴ A H]
  have e3 : star (Aᴴ * A).trace = (Aᴴ * A).trace := by
    rw [← Matrix.trace_conjTranspose, Matrix.conjTranspose_mul,
      Matrix.conjTranspose_conjTranspose]
  have hT : (Aᴴ * A).trace ≠ 0 := fun h0 =>
    hA (Matrix.trace_conjTranspose_mul_self_eq_zero_iff.mp h0)
  rw [e1, star_mul', e3] at e2
  exact Complex.conj_eq_iff_im.mp (mul_right_cancel₀ hT e2)
```

## (i) Transition operators

Let $H$ be diagonal with real energies $E_i$, and let $e_{jk}$ have a single nonzero entry, $1$, in row $j$ and column $k$. Show that
$$[H,e_{jk}]=(E_j-E_k)\,e_{jk}.$$

**Solution.** The $(a,b)$ entry of the commutator is $(E_a-E_b)(e_{jk})_{ab}$. It vanishes unless $a=j$ and $b=k$, where it equals $E_j-E_k$. For $j=k$ the frequency is zero.

In Lean $e_{jk}$ is `Matrix.single j k 1`, and `split_ifs` separates the one nonzero entry from the rest. By (d), each transition operator oscillates at the energy difference of its two levels, as in the two-level example.

```lean
/-- For a diagonal Hamiltonian with real energies `E`, the transition operator from level `k`
to level `j` is an eigenoperator with frequency `E j - E k`. -/
theorem isEigenoperator_witness (E : n → ℝ) (j k : n) :
    IsEigenoperator (Matrix.diagonal fun i => (E i : ℂ)) (Matrix.single j k 1)
      ((E j : ℂ) - E k) := by
  unfold IsEigenoperator
  ext a b
  simp only [Matrix.sub_apply, Matrix.diagonal_mul, Matrix.mul_diagonal, Matrix.smul_apply,
    Matrix.single_apply, smul_eq_mul]
  split_ifs with h
  · obtain ⟨rfl, rfl⟩ := h
    ring
  · ring

end

end HeisenbergEigenoperator
```

```lean
#print axioms HeisenbergEigenoperator.heisenberg_eq_phase_smul
-- 'HeisenbergEigenoperator.heisenberg_eq_phase_smul' depends on axioms: [propext, Classical.choice, Quot.sound]
#print axioms HeisenbergEigenoperator.isEigenoperator_of_oscillates
-- 'HeisenbergEigenoperator.isEigenoperator_of_oscillates' depends on axioms: [propext, Classical.choice, Quot.sound]
#print axioms HeisenbergEigenoperator.IsEigenoperator.shifts_energy
-- 'HeisenbergEigenoperator.IsEigenoperator.shifts_energy' depends on axioms: [propext, Classical.choice, Quot.sound]
#print axioms HeisenbergEigenoperator.IsEigenoperator.frequency_real
-- 'HeisenbergEigenoperator.IsEigenoperator.frequency_real' depends on axioms: [propext, Classical.choice, Quot.sound]
```
